# Finite pointwise high-density limit of unpolarised PBE correlation per electron along t² = τ/r, τ > 0, given a logarithmic law for the uniform-gas energy

**Q:** Your unpolarised uniform gas has an unspecified correlation energy per electron $e(r)$, a function of the density parameter $r$ (the Wigner–Seitz radius in bohr), constrained only by $e(r)-\gamma\log r\to -w$ as $r\to0^+$. Why not a definite formula?

**A:** The limit uses nothing else about the gas, so any parametrisation with this behaviour is covered. The law is assumed, not derived from the electron gas: $\gamma$ is the strength of its high-density logarithm and $w$ fixes the constant term. The same $\gamma$ appears in the gradient correction $H$, while $\beta$ sets its weak-gradient form, $H\approx\beta t^2$, with $t\propto|\nabla n|/n^{7/6}$ the reduced gradient of the unpolarised density $n$.

```lean
import Mathlib

open Filter Topology

namespace PBEHighDensity

noncomputable section

/-- The PBE coefficient `A` of an unpolarised density, with uniform-gas correlation energy `e` per
electron, for `γ ≠ 0` and `e ≠ 0`. -/
def pbeA (β γ e : ℝ) : ℝ := (β / γ) / (Real.exp (-e / γ) - 1)

/-- The PBE gradient correction `H` of an unpolarised density as a function of the squared reduced
gradient `u = t²`, for `γ ≠ 0`, `e ≠ 0` and a positive argument of the outer logarithm. -/
def pbeH (β γ e u : ℝ) : ℝ :=
  γ * Real.log (1 + β / γ * u *
    ((1 + pbeA β γ e * u) / (1 + pbeA β γ e * u + (pbeA β γ e * u) ^ 2)))

/-- The dimensionless gradient parameter `a = (β/γ) τ exp(-w/γ)`, for `γ ≠ 0`. -/
def gradParam (β γ τ w : ℝ) : ℝ := β / γ * τ * Real.exp (-w / γ)

/-- The limiting energy `-γ log(1 + 1/(a + a²))`, for `a > 0`. -/
def limitEnergy (γ a : ℝ) : ℝ := -γ * Real.log (1 + 1 / (a + a ^ 2))
```

**Q:** And why $t^2=\tau/r$?

**A:** Compress a density uniformly, $n_\lambda(\mathbf x)=\lambda^3n(\lambda\mathbf x)$. At corresponding points $r$ falls as $1/\lambda$ and $t^2$ grows as $\lambda$, so $\tau=t^2r$ stays fixed. In Lean, `u` is $t^2$, and the path enters as `τ / r`.

**Q:** Show me the limit by hand.

**A:** Below, $e$ alone is the energy, and $e$ with an exponent is the exponential function. First, for $r>0$,
$$r\,e^{-e/\gamma}=\exp\!\big(-(e-\gamma\log r)/\gamma\big)\to e^{w/\gamma}.$$
Next, with $A=(\beta/\gamma)/(e^{-e/\gamma}-1)$,
$$y:=At^2=\frac{(\beta/\gamma)\tau}{r e^{-e/\gamma}-r}\to\frac{\beta}{\gamma}\,\tau e^{-w/\gamma}=:a.$$
Set $q=(1+y)/(1+y+y^2)$, so that $H=\gamma\log(1+(\beta/\gamma)(\tau/r)q)$. Writing $e=\gamma\log e^{e/\gamma}$ gives
$$e+H=\gamma\log\frac{r+(\beta/\gamma)\tau q}{r e^{-e/\gamma}}.$$
The two divergences have cancelled. Since $(\beta/\gamma)\tau=a\,e^{w/\gamma}$, the limit is
$$\gamma\log\frac{a(1+a)}{1+a+a^2}=-\gamma\log\Big(1+\frac1{a+a^2}\Big).$$

**Q:** Numbers, please.

**A:** For easy arithmetic, not with PBE's own constants, take $\beta=\gamma=\tau=1$, $w=0$ and $e=\log r$. Then $a=1$ and the limit is $\log(2/3)\approx-0.405$. At finite $r$, $y=1/(1-r)$ and $e+H=\log(r+q)$. At $r=0.1$, $q=171/271$ and the sum is about $-0.313$; at $r=0.01$ it is about $-0.396$.

**Q:** What exactly does the main theorem say?

**A:** `pbe_high_density_limit` takes $\beta,\gamma,\tau>0$, real $w$ and the asymptotic law `he`. It concludes that $e+H$ tends to `limitEnergy γ (gradParam β γ τ w)`. The filter `𝓝[>] 0` means that $r$ approaches zero from above.

This is a statement about one point of an unpolarised density, not about the integrated correlation energy. For electronic structure, it shows that the PBE gradient correction removes the logarithmic divergence of the local density approximation, pointwise and where the gradient is nonzero.

**Q:** Could you have modelled the integrated energy?

**A:** Yes: integrate $n_\lambda(e+H)$ over space and let $\lambda\to\infty$. Then $r$ and $\tau$ depend on position, and one needs a bound that permits exchanging limit and integral, with care where the gradient vanishes.

**Q:** How does the proof match your calculation?

**A:** The first lemma rewrites the limiting energy as the single logarithm above.

```lean
/-- For `a > 0` the limiting energy is `γ` times the logarithm of `a (1 + a)/(1 + a + a²)`. -/
theorem limitEnergy_eq (γ : ℝ) {a : ℝ} (ha : 0 < a) :
    limitEnergy γ a = γ * Real.log (a * ((1 + a) / (1 + a + a ^ 2))) := by
  have h1 : a + a ^ 2 ≠ 0 := by positivity
  have h3 : 1 + 1 / (a + a ^ 2) = (1 + a + a ^ 2) / (a + a ^ 2) := by
    rw [eq_div_iff h1, add_mul, one_div_mul_cancel h1]
    ring
  have h : a * ((1 + a) / (1 + a + a ^ 2)) = (1 + 1 / (a + a ^ 2))⁻¹ := by
    rw [h3, inv_div, mul_div_assoc']
    congr 1
    ring
  rw [limitEnergy, h, Real.log_inv]
  ring
```

The next two are the limits of $re^{-e/\gamma}$ and $At^2$. The first composes the assumed law with the continuous exponential; the second divides by a quantity whose limit is nonzero.

```lean
/-- If `γ > 0` and the uniform-gas energy behaves as `γ log r - w` for `r → 0⁺`, then
`r exp(-e/γ)` tends to `exp(w/γ)`. -/
theorem tendsto_mul_exp {γ w : ℝ} {e : ℝ → ℝ} (hγ : 0 < γ)
    (he : Tendsto (fun r => e r - γ * Real.log r) (𝓝[>] 0) (𝓝 (-w))) :
    Tendsto (fun r => r * Real.exp (-e r / γ)) (𝓝[>] 0) (𝓝 (Real.exp (w / γ))) := by
  have h : Tendsto (fun r => Real.exp (-(e r - γ * Real.log r) / γ)) (𝓝[>] 0)
      (𝓝 (Real.exp (-(-w) / γ))) :=
    (Real.continuous_exp.tendsto _).comp (he.neg.div_const γ)
  rw [neg_neg] at h
  refine h.congr' ?_
  filter_upwards [self_mem_nhdsWithin] with r hr
  have hr' : 0 < r := hr
  have h2 : -(e r - γ * Real.log r) / γ = Real.log r + -e r / γ := by
    rw [neg_sub, sub_div, mul_div_cancel_left₀ _ hγ.ne', neg_div, sub_eq_add_neg]
  rw [h2, Real.exp_add, Real.exp_log hr']

/-- If `γ > 0` and the uniform-gas energy behaves as `γ log r - w` for `r → 0⁺`, then along
`t² = τ/r` the product `A t²` tends to the gradient parameter `a`. -/
theorem tendsto_A_mul {γ w : ℝ} {e : ℝ → ℝ} (β τ : ℝ) (hγ : 0 < γ)
    (he : Tendsto (fun r => e r - γ * Real.log r) (𝓝[>] 0) (𝓝 (-w))) :
    Tendsto (fun r => pbeA β γ (e r) * (τ / r)) (𝓝[>] 0) (𝓝 (gradParam β γ τ w)) := by
  have hid : Tendsto (fun r : ℝ => r) (𝓝[>] 0) (𝓝 0) :=
    tendsto_id.mono_left nhdsWithin_le_nhds
  have h2 : Tendsto (fun r => β / γ * τ / (r * Real.exp (-e r / γ) - r)) (𝓝[>] 0)
      (𝓝 (β / γ * τ / (Real.exp (w / γ) - 0))) :=
    tendsto_const_nhds.div ((tendsto_mul_exp hγ he).sub hid)
      (by rw [sub_zero]; exact (Real.exp_pos _).ne')
  have hlim : β / γ * τ / (Real.exp (w / γ) - 0) = gradParam β γ τ w := by
    rw [gradParam, sub_zero, neg_div, Real.exp_neg]
    exact div_eq_mul_inv _ _
  rw [hlim] at h2
  refine h2.congr fun r => ?_
  rw [pbeA, div_mul_div_comm]
  congr 1
  ring
```

In the main proof, `hlog` is the limit of the combined logarithm and `hval` simplifies its value. The identity with $e+H$ is needed only near $r=0$, where $y>0$; `filter_upwards` supplies that region, and `hfac` is the factorisation that joins the two logarithms.

```lean
/-- High-density limit of PBE correlation at a point of an unpolarised density: let `β, γ, τ > 0`
and let the uniform-gas energy behave as `γ log r - w` for `r → 0⁺`. Along `t² = τ/r` the sum
`e + H` tends to `-γ log(1 + 1/(a + a²))` with `a = (β/γ) τ exp(-w/γ)`. -/
theorem pbe_high_density_limit {β γ τ w : ℝ} {e : ℝ → ℝ} (hβ : 0 < β) (hγ : 0 < γ)
    (hτ : 0 < τ) (he : Tendsto (fun r => e r - γ * Real.log r) (𝓝[>] 0) (𝓝 (-w))) :
    Tendsto (fun r => e r + pbeH β γ (e r) (τ / r)) (𝓝[>] 0)
      (𝓝 (limitEnergy γ (gradParam β γ τ w))) := by
  have ha : 0 < gradParam β γ τ w := by unfold gradParam; positivity
  have hid : Tendsto (fun r : ℝ => r) (𝓝[>] 0) (𝓝 0) :=
    tendsto_id.mono_left nhdsWithin_le_nhds
  have hy := tendsto_A_mul β τ hγ he
  have hq := (hy.const_add 1).div ((hy.const_add 1).add (hy.pow 2)) (by positivity)
  -- the two logarithmic divergences are collected in one quotient
  have hlog := (((hid.add (hq.const_mul (β / γ * τ))).div (tendsto_mul_exp hγ he)
    (Real.exp_pos _).ne').log (by positivity)).const_mul γ
  have hE : β / γ * τ = gradParam β γ τ w * Real.exp (w / γ) := by
    rw [gradParam, mul_assoc (β / γ * τ), ← Real.exp_add, neg_div, neg_add_cancel,
      Real.exp_zero, mul_one]
  have hval : ∀ q : ℝ, (0 + β / γ * τ * q) / Real.exp (w / γ) = gradParam β γ τ w * q := by
    intro q
    rw [zero_add, hE, mul_right_comm, mul_div_cancel_right₀ _ (Real.exp_pos _).ne']
  rw [hval, ← limitEnergy_eq γ ha] at hlog
  refine hlog.congr' ?_
  filter_upwards [self_mem_nhdsWithin, hy.eventually (eventually_gt_nhds ha)] with r hr hy0
  have hr' : 0 < r := hr
  simp only [pbeH, Pi.div_apply]
  generalize pbeA β γ (e r) * (τ / r) = y at hy0 ⊢
  have hq0 : 0 < (1 + y) / (1 + y + y ^ 2) := by positivity
  generalize (1 + y) / (1 + y + y ^ 2) = q at hq0 ⊢
  have hX : 0 < 1 + β / γ * (τ / r) * q := by positivity
  have hfac : (r + β / γ * τ * q) / (r * Real.exp (-e r / γ))
      = Real.exp (e r / γ) * (1 + β / γ * (τ / r) * q) := by
    rw [neg_div, Real.exp_neg]
    have hpos := Real.exp_pos (e r / γ)
    generalize Real.exp (e r / γ) = E at hpos ⊢
    field_simp
  have hc : γ * (e r / γ) = e r := by field_simp
  rw [hfac, Real.log_mul (Real.exp_pos _).ne' hX.ne', Real.log_exp, mul_add, hc]
```

The exactly logarithmic gas satisfies the hypothesis, because the difference is constantly $-w$.

```lean
/-- Let `β, γ, τ > 0` and let the uniform-gas energy `e` be exactly `γ log r - w`. Along `t² = τ/r`
the sum `e + H` tends to `-γ log(1 + 1/(a + a²))` for `r → 0⁺`, with `a = (β/γ) τ exp(-w/γ)`. -/
theorem pbe_limit_log_law {β γ τ : ℝ} (w : ℝ) (hβ : 0 < β) (hγ : 0 < γ) (hτ : 0 < τ) :
    Tendsto (fun r => (γ * Real.log r - w) + pbeH β γ (γ * Real.log r - w) (τ / r))
      (𝓝[>] 0) (𝓝 (-γ * Real.log (1 + 1 / (gradParam β γ τ w + gradParam β γ τ w ^ 2)))) :=
  pbe_high_density_limit (e := fun r => γ * Real.log r - w) hβ hγ hτ
    (tendsto_const_nhds.congr fun r => by ring)
```

**Q:** What happens at $\tau=0$?

**A:** Then $H=0$, and $e=(e-\gamma\log r)+\gamma\log r$ is a convergent term plus one tending to $-\infty$ (`atBot`).

```lean
/-- At zero gradient, with `γ > 0` and a uniform-gas energy that behaves as `γ log r - w`,
the sum `e + H` diverges to `-∞` for `r → 0⁺`. -/
theorem zero_gradient_diverges {γ w : ℝ} {e : ℝ → ℝ} (β : ℝ) (hγ : 0 < γ)
    (he : Tendsto (fun r => e r - γ * Real.log r) (𝓝[>] 0) (𝓝 (-w))) :
    Tendsto (fun r => e r + pbeH β γ (e r) 0) (𝓝[>] 0) atBot := by
  have h := he.add_atBot (Real.tendsto_log_nhdsGT_zero.const_mul_atBot hγ)
  refine h.congr fun r => ?_
  simp [pbeH]
```

**Q:** Does the limiting energy behave sensibly?

**A:** For $\gamma,a>0$ it is negative, because the logarithm's argument $1+1/(a+a^2)$ exceeds one.

```lean
/-- For `γ > 0` and `a > 0` the limiting energy is negative. -/
theorem limitEnergy_neg {γ a : ℝ} (hγ : 0 < γ) (ha : 0 < a) : limitEnergy γ a < 0 := by
  have h : 0 < 1 / (a + a ^ 2) := by positivity
  have hl : 0 < Real.log (1 + 1 / (a + a ^ 2)) := Real.log_pos (by linarith)
  unfold limitEnergy
  nlinarith [mul_pos hγ hl]
```

It rises strictly with $a$: $a+a^2$ increases, so its reciprocal, and with it the logarithm, decreases, and the prefactor $-\gamma$ reverses the order.

```lean
/-- For `γ > 0` the limiting energy increases strictly with the gradient parameter `a > 0`. -/
theorem limitEnergy_strictMonoOn {γ : ℝ} (hγ : 0 < γ) :
    StrictMonoOn (limitEnergy γ) (Set.Ioi 0) := by
  intro a ha b hb hab
  have ha' : 0 < a := ha
  have hb' : 0 < b := hb
  have hs : a + a ^ 2 < b + b ^ 2 := by
    nlinarith [mul_pos (sub_pos.2 hab) (by positivity : 0 < 1 + a + b)]
  have h := one_div_lt_one_div_of_lt (by positivity : 0 < a + a ^ 2) hs
  have hl : Real.log (1 + 1 / (b + b ^ 2)) < Real.log (1 + 1 / (a + a ^ 2)) :=
    Real.log_lt_log (by positivity) (by linarith)
  unfold limitEnergy
  nlinarith [mul_pos hγ (sub_pos.2 hl)]
```

For weak gradients, subtracting $\gamma\log a$ leaves $\gamma\log\frac{1+a}{1+a+a^2}$, which tends to zero as $a\to0^+$. The divergence at zero gradient thus reappears as a logarithm in $a$.

```lean
/-- For weak gradients, `a → 0⁺`, the difference between the limiting energy and `γ log a`
tends to zero. -/
theorem limitEnergy_weak_gradient (γ : ℝ) :
    Tendsto (fun a => limitEnergy γ a - γ * Real.log a) (𝓝[>] 0) (𝓝 0) := by
  have hid : Tendsto (fun a : ℝ => a) (𝓝[>] 0) (𝓝 0) :=
    tendsto_id.mono_left nhdsWithin_le_nhds
  have h : Tendsto (fun a : ℝ => γ * Real.log ((1 + a) / (1 + a + a ^ 2))) (𝓝[>] 0)
      (𝓝 (γ * Real.log ((1 + 0) / (1 + 0 + 0 ^ 2)))) :=
    (((hid.const_add 1).div ((hid.const_add 1).add (hid.pow 2)) (by norm_num)).log
      (by norm_num)).const_mul γ
  rw [show γ * Real.log ((1 + 0) / (1 + 0 + 0 ^ 2)) = 0 by norm_num] at h
  refine h.congr' ?_
  filter_upwards [self_mem_nhdsWithin] with a ha
  have ha' : 0 < a := ha
  have hq : 0 < (1 + a) / (1 + a + a ^ 2) := by positivity
  rw [limitEnergy_eq γ ha', Real.log_mul ha'.ne' hq.ne']
  ring

end

end PBEHighDensity
```

```lean
#print axioms PBEHighDensity.pbe_high_density_limit
#print axioms PBEHighDensity.pbe_limit_log_law
#print axioms PBEHighDensity.limitEnergy_strictMonoOn
#print axioms PBEHighDensity.limitEnergy_weak_gradient
```

```
'PBEHighDensity.pbe_high_density_limit' depends on axioms: [propext, Classical.choice, Quot.sound]
'PBEHighDensity.pbe_limit_log_law' depends on axioms: [propext, Classical.choice, Quot.sound]
'PBEHighDensity.limitEnergy_strictMonoOn' depends on axioms: [propext, Classical.choice, Quot.sound]
'PBEHighDensity.limitEnergy_weak_gradient' depends on axioms: [propext, Classical.choice, Quot.sound]
```
